# A vanishing finite-size remainder guarantees the doubling estimate of the surface energy, but not the incremental one

I have total energies E_N for slabs of N = 1, 2, 3, … layers of a crystal, and I want the surface energy. I avoid a separately computed bulk energy, because any error in it would be multiplied by N. Instead I take the energy of the last added layer, E_N − E_(N−1), as the bulk value and subtract N times that from E_N. The energy of the added layer settles down nicely as the slab thickens, and the interaction between the two faces dies out. Yet in a model where the leftover finite-size term is (−1)^N/N, my surface energy keeps jumping between two values. How can it fail to converge when everything I put into it converges? And would 2E_N − E_(2N) do better?

## The layer count multiplies the change in the remainder

Your bulk value does converge, but its error is multiplied by N, and that product need not vanish. The doubling estimate has no such factor and converges whenever the finite-size term vanishes.

Write the slab energy as

E_N = N e + 2g + r_N, with r_N → 0,

where e is the bulk energy per layer, g the surface energy of one face and r_N the finite-size remainder. Here g is an energy per surface cell; dividing it by the cell area gives the usual γ. Both estimates aim at 2g, the energy of the two faces together.

**The criterion.** Label your estimate by the thinner of its two slabs:

S_N = E_(N+1) − (N+1)(E_(N+1) − E_N).

The added layer costs e + r_(N+1) − r_N, so substitution gives

S_N = 2g + r_(N+1) − d_N, where d_N = (N+1)(r_(N+1) − r_N).

Since r_(N+1) → 0, S_N tends to a number L exactly when d_N tends to 2g − L. In particular, S_N → 2g exactly when d_N → 0.

**No wrong limit.** Suppose d_N → c with c > 0. For all large N, every n from N to 2N − 1 has d_n > c/2. Since n + 1 ≤ 2N, this gives

r_(n+1) − r_n > c/(4N).

Adding these N increments yields r_(2N) − r_N > c/4, which contradicts r_N → 0. If c < 0, the same argument applies to −r_N. So c = 0: if S_N converges at all, it converges to 2g.

**Alternating remainders.** If r_(N+1) r_N ≤ 0, then

|r_(N+1) − r_N| = |r_(N+1)| + |r_N| ≥ |r_(N+1)|,

and therefore (N+1)|r_(N+1)| ≤ |d_N|. Convergence of S_N would force N r_N → 0. For r_N = (−1)^N/N the product N r_N is (−1)^N, so S_N has no limit. With an amplitude a, r_N = a(−1)^N/N, direct substitution gives your two values:

S_N = 2g + (−1)^N a (2 + 1/(N(N+1))).

The estimate of 2g ends up jumping between values near 2g + 2a and 2g − 2a.

**A smooth tail of the same size.** For r_N = c/N, with any constant c,

d_N = (N+1)(c/(N+1) − c/N) = −c/N → 0,

so the estimate converges, although N r_N = c need not vanish. The layer-to-layer change matters here, not the size of the remainder alone.

**Two thicknesses in a fixed ratio.** For an integer k ≥ 2,

(k E_N − E_(kN))/(k − 1) = 2g + (k r_N − r_(kN))/(k − 1) → 2g.

The bulk term cancels exactly, and no factor grows with N. The case k = 2 is 2E_N − E_(2N).

### In a slab calculation

With total energies for 6, 7 and 12 layers, the incremental route takes E_7 − E_6 as the bulk energy and reports g = (E_7 − 7(E_7 − E_6))/2. The doubling route reports g = (2E_6 − E_12)/2, which needs the more expensive 12-layer slab. This bears on electronic-structure calculations of metal films, where confinement can make the energy oscillate with thickness, provided that the energies follow the form above with a vanishing remainder; the alternating 1/N tail is an example, not derived from an electronic model.

At the smallest thickness the two routes coincide: slabs of one and two layers give S_1 = E_2 − 2(E_2 − E_1) = 2E_1 − E_2. They part from N = 2 onwards.

### The statements in Lean

```lean
import Mathlib

open Filter Topology

namespace SlabSurfaceEnergy

noncomputable section

/-- Energy of a slab of `N` layers: bulk energy `e` per layer, surface energy `g` for each of
the two faces, and a finite-size remainder `r N`. -/
def slabEnergy (e g : ℝ) (r : ℕ → ℝ) (N : ℕ) : ℝ := N * e + 2 * g + r N

/-- Incremental estimate of twice the surface energy from slabs of `N` and `N + 1` layers:
the energy of the thicker slab minus `N + 1` times the energy of the added layer. -/
def incrementalEstimate (E : ℕ → ℝ) (N : ℕ) : ℝ :=
  E (N + 1) - ((N : ℝ) + 1) * (E (N + 1) - E N)

/-- Estimate of twice the surface energy from slabs of `N` and `k * N` layers, for `k ≥ 2`. -/
def multipleEstimate (k : ℕ) (E : ℕ → ℝ) (N : ℕ) : ℝ :=
  (k * E N - E (k * N)) / ((k : ℝ) - 1)

/-- The error of the incremental estimate is the remainder of the thicker slab minus the remainder's
last increment multiplied by the number of layers of that slab. -/
theorem incrementalEstimate_eq (e g : ℝ) (r : ℕ → ℝ) (N : ℕ) :
    incrementalEstimate (slabEnergy e g r) N
      = 2 * g + r (N + 1) - ((N : ℝ) + 1) * (r (N + 1) - r N) := by
  simp only [incrementalEstimate, slabEnergy]
  push_cast
  ring

/-- For a vanishing remainder, the incremental estimate tends to `L` exactly when the remainder's
increment, multiplied by the number of layers, tends to `2 * g - L`. -/
theorem incremental_tendsto_iff_scaled (e g L : ℝ) (r : ℕ → ℝ) (hr : Tendsto r atTop (𝓝 0)) :
    Tendsto (incrementalEstimate (slabEnergy e g r)) atTop (𝓝 L) ↔
      Tendsto (fun N : ℕ => ((N : ℝ) + 1) * (r (N + 1) - r N)) atTop (𝓝 (2 * g - L)) := by
  have hr1 : Tendsto (fun N : ℕ => r (N + 1)) atTop (𝓝 0) :=
    hr.comp (tendsto_add_atTop_nat 1)
  constructor
  · intro h
    have h1 := (hr1.add_const (2 * g)).sub h
    rw [zero_add] at h1
    refine h1.congr fun N => ?_
    rw [incrementalEstimate_eq]
    ring
  · intro h
    have h1 := (hr1.add_const (2 * g)).sub h
    have e1 : 0 + 2 * g - (2 * g - L) = L := by ring
    rw [e1] at h1
    refine h1.congr fun N => ?_
    rw [incrementalEstimate_eq]
    ring

/-- For a vanishing remainder, the incremental estimate tends to twice the surface energy if and
only if the remainder's increment, multiplied by the number of layers, tends to zero. -/
theorem incremental_tendsto_iff (e g : ℝ) (r : ℕ → ℝ) (hr : Tendsto r atTop (𝓝 0)) :
    Tendsto (incrementalEstimate (slabEnergy e g r)) atTop (𝓝 (2 * g)) ↔
      Tendsto (fun N : ℕ => ((N : ℝ) + 1) * (r (N + 1) - r N)) atTop (𝓝 0) := by
  have h := incremental_tendsto_iff_scaled e g (2 * g) r hr
  rwa [sub_self] at h

/-- If a remainder vanishes for thick slabs and its increments, multiplied by the number of
layers, have a limit, then this limit is not positive. -/
theorem scaled_limit_nonpos (r : ℕ → ℝ) (c : ℝ) (hr : Tendsto r atTop (𝓝 0))
    (hc : Tendsto (fun N : ℕ => ((N : ℝ) + 1) * (r (N + 1) - r N)) atTop (𝓝 c)) : c ≤ 0 := by
  by_contra hneg
  have hpos : 0 < c := not_le.1 hneg
  obtain ⟨M, hM⟩ := eventually_atTop.1 (hc.eventually_const_lt (half_lt_self hpos))
  -- add up the increments between thickness N and thickness 2N
  have key : ∀ N, M ≤ N → ∀ j : ℕ, j ≤ N → (j : ℝ) * c ≤ 4 * N * (r (N + j) - r N) := by
    intro N hN j
    induction j with
    | zero => intro _; simp
    | succ j ih =>
      intro hj
      have h1 := ih (by omega)
      have h2 : c / 2 < (((N + j : ℕ) : ℝ) + 1) * (r (N + j + 1) - r (N + j)) :=
        hM (N + j) (by omega)
      have h3 : (N : ℝ) + j + 1 ≤ 2 * N := by
        have h : ((j + 1 : ℕ) : ℝ) ≤ N := by exact_mod_cast hj
        push_cast at h
        linarith
      have e1 : N + (j + 1) = N + j + 1 := rfl
      rw [e1]
      push_cast at h2 ⊢
      have hp : (0 : ℝ) < (N : ℝ) + j + 1 := by positivity
      have hd : 0 < r (N + j + 1) - r (N + j) :=
        (mul_pos_iff_of_pos_left hp).1 (by linarith)
      have h4 := mul_le_mul_of_nonneg_right h3 hd.le
      nlinarith
  have hN2 : Tendsto (fun N : ℕ => N + N) atTop atTop :=
    tendsto_atTop_mono (fun N => Nat.le_add_left N N) tendsto_id
  have hlim := (hr.comp hN2).sub hr
  rw [sub_zero] at hlim
  -- for thick enough slabs, every doubling would raise the remainder by at least c/4
  have hge : c / 4 ≤ 0 := by
    refine ge_of_tendsto hlim ?_
    filter_upwards [eventually_ge_atTop M, eventually_gt_atTop 0] with N hN hN0
    have h1 := key N hN N le_rfl
    have h0 : (0 : ℝ) < N := by exact_mod_cast hN0
    have h2 : c ≤ 4 * (r (N + N) - r N) :=
      le_of_mul_le_mul_left (by linarith) h0
    show c / 4 ≤ r (N + N) - r N
    linarith
  linarith

/-- For a vanishing remainder, if the incremental estimate converges at all, its limit is twice
the surface energy. -/
theorem incremental_limit_eq (e g L : ℝ) (r : ℕ → ℝ) (hr : Tendsto r atTop (𝓝 0))
    (h : Tendsto (incrementalEstimate (slabEnergy e g r)) atTop (𝓝 L)) : L = 2 * g := by
  have hs := (incremental_tendsto_iff_scaled e g L r hr).1 h
  have h1 := scaled_limit_nonpos r _ hr hs
  -- the reflected remainder gives the opposite inequality
  have hr' : Tendsto (fun N => -r N) atTop (𝓝 0) := by
    have h := hr.neg
    rwa [neg_zero] at h
  have h2 := scaled_limit_nonpos (fun N => -r N) (-(2 * g - L)) hr'
    (hs.neg.congr fun N => by ring)
  linarith

/-- If the remainder vanishes for thick slabs and alternates in sign from layer to layer, but its
product with the number of layers does not tend to zero, the incremental estimate has no limit. -/
theorem incremental_no_limit_of_alternating (e g : ℝ) (r : ℕ → ℝ) (hr : Tendsto r atTop (𝓝 0))
    (halt : ∀ N, r (N + 1) * r N ≤ 0)
    (hslow : ¬ Tendsto (fun N : ℕ => (N : ℝ) * r N) atTop (𝓝 0)) (L : ℝ) :
    ¬ Tendsto (incrementalEstimate (slabEnergy e g r)) atTop (𝓝 L) := by
  intro h
  rw [incremental_limit_eq e g L r hr h] at h
  have hs := ((incremental_tendsto_iff e g r hr).1 h).abs
  rw [abs_zero] at hs
  apply hslow
  rw [← tendsto_add_atTop_iff_nat 1]
  refine squeeze_zero_norm (fun N => ?_) hs
  -- opposite signs: the increment is at least as large as the remainder
  have h1 : |r (N + 1)| ≤ |r (N + 1) - r N| :=
    sq_le_sq.1 (by nlinarith [halt N, sq_nonneg (r N)])
  rw [Real.norm_eq_abs, abs_mul, abs_mul]
  push_cast
  exact mul_le_mul_of_nonneg_left h1 (abs_nonneg _)

/-- For a remainder `c / N`, the incremental estimate tends to twice the surface energy. -/
theorem incremental_tendsto_of_inverse_tail (e g c : ℝ) (r : ℕ → ℝ)
    (h : ∀ N : ℕ, 0 < N → r N = c / N) :
    Tendsto (incrementalEstimate (slabEnergy e g r)) atTop (𝓝 (2 * g)) := by
  have hr : Tendsto r atTop (𝓝 0) := by
    refine (tendsto_const_div_atTop_nhds_zero_nat c).congr' ?_
    filter_upwards [eventually_gt_atTop 0] with N hN
    exact (h N hN).symm
  refine (incremental_tendsto_iff e g r hr).2 ?_
  -- the scaled increment is -c/N
  refine (tendsto_const_div_atTop_nhds_zero_nat (-c)).congr' ?_
  filter_upwards [eventually_gt_atTop 0] with N hN
  have h0 : (N : ℝ) ≠ 0 := by exact_mod_cast hN.ne'
  have h1 : (N : ℝ) + 1 ≠ 0 := by positivity
  rw [h (N + 1) (Nat.succ_pos N), h N hN]
  push_cast
  field_simp
  ring

/-- For every vanishing remainder and every fixed ratio `k ≥ 2` of the two thicknesses, the
estimate from slabs of `N` and `k * N` layers tends to twice the surface energy. -/
theorem multiple_tendsto (e g : ℝ) (r : ℕ → ℝ) (hr : Tendsto r atTop (𝓝 0))
    (k : ℕ) (hk : 2 ≤ k) :
    Tendsto (multipleEstimate k (slabEnergy e g r)) atTop (𝓝 (2 * g)) := by
  have hkN : Tendsto (fun N : ℕ => k * N) atTop atTop :=
    tendsto_atTop_mono (fun N => Nat.le_mul_of_pos_left N (by omega)) tendsto_id
  have h := (((hr.const_mul (k : ℝ)).sub (hr.comp hkN)).div_const ((k : ℝ) - 1)).const_add (2 * g)
  have e1 : 2 * g + ((k : ℝ) * 0 - 0) / ((k : ℝ) - 1) = 2 * g := by simp
  rw [e1] at h
  have hk1 : (k : ℝ) - 1 ≠ 0 := by
    have h2 : (2 : ℝ) ≤ k := by exact_mod_cast hk
    linarith
  -- the bulk energy cancels exactly
  refine h.congr fun N => ?_
  simp only [multipleEstimate, slabEnergy, Function.comp_apply]
  push_cast
  field_simp
  ring

/-- For every vanishing remainder, twice the energy of a slab minus the energy of the slab of
double thickness tends to twice the surface energy. -/
theorem doubling_tendsto (e g : ℝ) (r : ℕ → ℝ) (hr : Tendsto r atTop (𝓝 0)) :
    Tendsto (fun N : ℕ => 2 * slabEnergy e g r N - slabEnergy e g r (2 * N))
      atTop (𝓝 (2 * g)) := by
  refine (multiple_tendsto e g r hr 2 le_rfl).congr fun N => ?_
  norm_num [multipleEstimate]

end

end SlabSurfaceEnergy
```

```lean
#print axioms SlabSurfaceEnergy.incremental_no_limit_of_alternating
#print axioms SlabSurfaceEnergy.incremental_tendsto_of_inverse_tail
#print axioms SlabSurfaceEnergy.doubling_tendsto
```

```
'SlabSurfaceEnergy.incremental_no_limit_of_alternating' depends on axioms: [propext, Classical.choice, Quot.sound]
'SlabSurfaceEnergy.incremental_tendsto_of_inverse_tail' depends on axioms: [propext, Classical.choice, Quot.sound]
'SlabSurfaceEnergy.doubling_tendsto' depends on axioms: [propext, Classical.choice, Quot.sound]
```

### What the theorems say about slabs

`slabEnergy e g r N` is the energy N e + 2g + r_N, with real `e` and `g` and a remainder `r : ℕ → ℝ`. Any sequence of energies can be written this way; the physical assumption is `hr`, that the remainder tends to zero, meaning that the two faces cease to influence each other in a thick slab. `Tendsto … atTop (𝓝 L)` says that a sequence converges to L as N grows.

`incrementalEstimate` is S_N, so its value at `N` is what you would label N + 1. `multipleEstimate k` is the estimate from N and kN layers.

- `incremental_tendsto_iff` is the criterion for convergence to 2g, and `incremental_limit_eq` excludes every other limit.
- `incremental_no_limit_of_alternating` says that no real L is a limit, given `halt` (neighbouring remainders never have the same strict sign, though zeros are allowed) and `hslow` (N r_N does not tend to zero). Your example satisfies both, with r_0 set to 0.
- `incremental_tendsto_of_inverse_tail` treats r_N = c/N, prescribed only for N > 0.
- `multiple_tendsto` holds for every fixed k ≥ 2, and `doubling_tendsto` is the case k = 2.

These are statements about limits and give no error bound at a given thickness. The step left to physics is that, with one e and one g for all thicknesses, the computed energies leave a remainder that tends to zero. A surface that keeps switching between reconstructions of different energy as the slab grows, or numerical noise that does not shrink, would break it.

### From the algebra to the Lean proofs

`incrementalEstimate_eq` is the substitution: the definitions are unfolded and `ring` does the algebra. `incremental_tendsto_iff_scaled` then subtracts convergent sequences. Since S_N + d_N = 2g + r_(N+1), a limit for either S_N or d_N determines the other. Setting L = 2g gives `incremental_tendsto_iff`.

`scaled_limit_nonpos` contains the summation argument. It assumes c > 0 and obtains a thickness `M` beyond which the scaled increments exceed c/2. The inner claim `key` is proved by induction on the number j of added layers:

j c ≤ 4N (r_(N+j) − r_N), for j ≤ N.

Each induction step adds one increment, using N + j + 1 ≤ 2N and the positivity of that increment. At j = N the factor N cancels, leaving c/4 ≤ r_(2N) − r_N. The right-hand side tends to zero, so `ge_of_tendsto` gives c/4 ≤ 0, a contradiction. `incremental_limit_eq` applies this lemma to r and to −r, which leaves 2g − L = 0.

For alternating remainders, the proof assumes a limit, identifies it as 2g and obtains |d_N| → 0. The comparison |r_(N+1)| ≤ |r_(N+1) − r_N| is proved through squares: the difference of the squares is r_N² − 2 r_(N+1) r_N, which is nonnegative by `halt`. `squeeze_zero_norm` then forces N r_N → 0, against `hslow`.

The proof for the c/N tail computes the scaled increment as −c/N and applies the criterion. In `multiple_tendsto`, the limit of the remainder terms is taken first, and `field_simp` and `ring` then confirm that the bulk energy cancels. `doubling_tendsto` puts k = 2, where the denominator is 1.
